# In a uniform exchange spiral, a lower-band electron has minority-spin weight at most y²/4, where y = kq/(2mD)

An electron moves through a magnet whose magnetisation turns steadily in the x–z plane. The exchange field tries to keep its spin aligned with the local magnetisation, but the direction keeps changing as the electron moves, so the spin tilts out of the x–z plane instead of following it exactly. With ħ = 1, my model is

H = p²/(2m) − D (cos(qx) σz + sin(qx) σx), p = −i d/dx,

where q is the wave number of the spiral (the angle turned per unit length), m the mass and D > 0 the exchange energy, half the splitting between the two spin directions. I believe that the rotation U(x) = exp(−iqx σy/2) removes the spiral, and that a lower-band state with momentum k in the rotated frame then has weight (1 − 1/√(1+y²))/2 ≤ y²/4 on the wrong spin, with y = kq/(2mD). Can this be derived rigorously, and can the gauge identity and the weight be checked by machine?

## The spiral becomes a constant field

Yes. Write θ = qx/2, c = cos θ and s = sin θ. Since σy² = 1, the exponential series gives U = c − i s σy, which is a real rotation:

U (v₀, v₁) = (c v₀ − s v₁, s v₀ + c v₁).

Let M(x) = cos(2θ) σz + sin(2θ) σx be the local exchange direction. Its product with U has the columns

(cos 2θ · c + sin 2θ · s, sin 2θ · c − cos 2θ · s) = (c, s),

(−cos 2θ · s + sin 2θ · c, −sin 2θ · s − cos 2θ · c) = (s, −c).

These are the columns of U σz, so M U = U σz.

For the kinetic term, U′ = U (−iq σy/2), and the product rule gives

p(Uφ) = −iU′φ + U pφ = U (p − q σy/2) φ.

Applying this twice and adding the exchange term yields

H(Uφ) = U [(p − q σy/2)²/(2m) − D σz] φ.

The bracket no longer depends on x. On a plane wave φ = exp(ikx) χ, with χ = (χ₀, χ₁) constant, p becomes k. Because (k − q σy/2)² = k² + q²/4 − kq σy, the bracket becomes the matrix

h(k) = ε − D (σz + y σy), ε = k²/(2m) + q²/(8m).

Set r = √(1+y²). Since (σz + y σy)² = r², the eigenvalues are ε ± D r. In the lower band (σz + y σy) χ = r χ, whose second row reads

(1 + r) χ₁ = i y χ₀.

For a normalised χ, put w = |χ₁|². Taking squared moduli and using y² = (r − 1)(r + 1),

(1 + r)² w = y² (1 − w), hence (1 + r) w = (r − 1)(1 − w), hence w = (1 − 1/r)/2.

As r ≥ 1, we also have 4w ≤ (1 + r)² w = y² (1 − w) ≤ y², which is the bound.

In the laboratory the state is U(x) exp(ikx) χ. By M U = U σz, the rotated down spinor points opposite to the local exchange direction, and U preserves norms, so w is the minority weight at every x. The number k is the momentum in the rotating frame; the laboratory state contains the momenta k ± q/2.

## The Lean file

```lean
import Mathlib

open Matrix
open Complex (I)

namespace SpinMistracking

noncomputable section

/-- The Pauli matrix along x. -/
def σx : Matrix (Fin 2) (Fin 2) ℂ := !![0, 1; 1, 0]

/-- The Pauli matrix along y. -/
def σy : Matrix (Fin 2) (Fin 2) ℂ := !![0, -I; I, 0]

/-- The Pauli matrix along z. -/
def σz : Matrix (Fin 2) (Fin 2) ℂ := !![1, 0; 0, -1]

/-- The spin rotation `exp(-i q x σy / 2)`. -/
def U (q x : ℝ) : Matrix (Fin 2) (Fin 2) ℂ :=
  NormedSpace.exp ((-I * ((q * x / 2 : ℝ) : ℂ)) • σy)

/-- The spiral exchange direction `cos(qx) σz + sin(qx) σx`. -/
def M (q x : ℝ) : Matrix (Fin 2) (Fin 2) ℂ :=
  ((Real.cos (q * x) : ℝ) : ℂ) • σz + ((Real.sin (q * x) : ℝ) : ℂ) • σx

/-- The momentum `p = -i d/dx` on spinor fields. -/
def p (ψ : ℝ → Fin 2 → ℂ) : ℝ → Fin 2 → ℂ := fun x s => -I * deriv (fun y => ψ y s) x

/-- The momentum with spin gauge field, `p - q σy / 2`. -/
def P (q : ℝ) (φ : ℝ → Fin 2 → ℂ) : ℝ → Fin 2 → ℂ :=
  fun x => p φ x - (q / 2 : ℂ) • (σy *ᵥ φ x)

/-- The Hamiltonian `p²/(2m) - D (cos(qx) σz + sin(qx) σx)`. -/
def H (m D q : ℝ) (ψ : ℝ → Fin 2 → ℂ) : ℝ → Fin 2 → ℂ :=
  fun x => (1 / (2 * m) : ℂ) • p (p ψ) x - (D : ℂ) • (M q x *ᵥ ψ x)

/-- The rotating-frame Hamiltonian `(p - q σy/2)²/(2m) - D σz`. -/
def Hrot (m D q : ℝ) (φ : ℝ → Fin 2 → ℂ) : ℝ → Fin 2 → ℂ :=
  fun x => (1 / (2 * m) : ℂ) • P q (P q φ) x - (D : ℂ) • (σz *ᵥ φ x)

/-- The rotating-frame Hamiltonian with `p` replaced by the number `k`. -/
def bloch (m D q k : ℝ) : Matrix (Fin 2) (Fin 2) ℂ :=
  (1 / (2 * m) : ℂ) • ((k : ℂ) • 1 - (q / 2 : ℂ) • σy) ^ 2 - (D : ℂ) • σz

/-- The mistracking parameter `y = kq/(2mD)`. -/
def tilt (m D q k : ℝ) : ℝ := k * q / (2 * m * D)

/-- The spin-independent energy `k²/(2m) + q²/(8m)`. -/
def meanEnergy (m q k : ℝ) : ℝ := k ^ 2 / (2 * m) + q ^ 2 / (8 * m)

/-- The energy `k²/(2m) + q²/(8m) - D √(1 + y²)`. -/
def lowerBand (m D q k : ℝ) : ℝ := meanEnergy m q k - D * √(1 + tilt m D q k ^ 2)

/-- The action of the Pauli matrices on a spinor. -/
theorem pauli_mulVec (v : Fin 2 → ℂ) : σx *ᵥ v = ![v 1, v 0] ∧
    σy *ᵥ v = ![-I * v 1, I * v 0] ∧ σz *ᵥ v = ![v 0, -v 1] := by
  refine ⟨?_, ?_, ?_⟩ <;> ext i <;> fin_cases i <;>
    simp [σx, σy, σz, Matrix.mulVec, dotProduct, Fin.sum_univ_two]

/-- The spin rotation acts as a real rotation by half the spiral angle. -/
theorem U_mulVec (q x : ℝ) (v : Fin 2 → ℂ) : U q x *ᵥ v =
    ![(Real.cos (q * x / 2) : ℂ) * v 0 - (Real.sin (q * x / 2) : ℂ) * v 1,
      (Real.sin (q * x / 2) : ℂ) * v 0 + (Real.cos (q * x / 2) : ℂ) * v 1] := by
  unfold U
  generalize q * x / 2 = θ
  have hI := Complex.I_mul_I
  have conj : ∀ V W A : Matrix (Fin 2) (Fin 2) ℂ, V * W = 1 → W * V = 1 →
      NormedSpace.exp (V * A * W) = V * NormedSpace.exp A * W :=
    fun V W A h h' => Matrix.exp_units_conj ⟨V, W, h, h'⟩ A
  have hVW : !![1, 1; I, -I] * !![1 / 2, -I / 2; 1 / 2, I / 2] = 1 := by
    ext i j
    fin_cases i <;> fin_cases j <;> simp [Matrix.mul_apply, Fin.sum_univ_two] <;> grind
  have hdiag : ∀ a b : ℂ, Matrix.diagonal ![a, b] = !![a, 0; 0, b] := by
    intro a b
    ext i j
    fin_cases i <;> fin_cases j <;> simp
  -- diagonalize σy
  have hA : (-I * (θ : ℂ)) • σy = !![1, 1; I, -I] * Matrix.diagonal ![-I * (θ : ℂ), I * θ] *
      !![1 / 2, -I / 2; 1 / 2, I / 2] := by
    rw [hdiag, Matrix.mul_fin_two, Matrix.mul_fin_two]
    ext i j
    fin_cases i <;> fin_cases j <;> simp [σy] <;> grind
  have he : NormedSpace.exp ![-I * (θ : ℂ), I * θ] =
      ![Complex.exp (-I * θ), Complex.exp (I * θ)] := by
    funext i
    have h := NormedSpace.map_exp (Pi.evalRingHom (fun _ : Fin 2 => ℂ) i) (continuous_apply i)
      ![-I * (θ : ℂ), I * θ]
    exact h.trans ((congrFun Complex.exp_eq_exp_ℂ _).symm.trans
      (by clear h; fin_cases i <;> rfl))
  have e1 : Complex.exp (-I * θ) = (Real.cos θ : ℂ) - (Real.sin θ : ℂ) * I := by
    rw [show -I * (θ : ℂ) = ((-θ : ℝ) : ℂ) * I by push_cast; ring, Complex.exp_mul_I,
      ← Complex.ofReal_cos, ← Complex.ofReal_sin, Real.cos_neg, Real.sin_neg]
    push_cast
    ring
  have e2 : Complex.exp (I * θ) = (Real.cos θ : ℂ) + (Real.sin θ : ℂ) * I := by
    rw [mul_comm, Complex.exp_mul_I, Complex.ofReal_cos, Complex.ofReal_sin]
  rw [hA, conj _ _ _ hVW (mul_eq_one_comm.mp hVW), Matrix.exp_diagonal, he, e1, e2, hdiag,
    Matrix.mul_fin_two, Matrix.mul_fin_two]
  generalize Real.cos θ = c
  generalize Real.sin θ = s
  ext i
  fin_cases i <;> simp [Matrix.mulVec, dotProduct, Fin.sum_univ_two] <;> grind

/-- The rotation turns the spiral exchange direction into the fixed direction z. -/
theorem exchange_frame (q x : ℝ) (v : Fin 2 → ℂ) :
    M q x *ᵥ (U q x *ᵥ v) = U q x *ᵥ (σz *ᵥ v) := by
  have hC := Real.cos_add (q * x / 2) (q * x / 2)
  have hS := Real.sin_add (q * x / 2) (q * x / 2)
  have h1 := Real.cos_sq_add_sin_sq (q * x / 2)
  rw [add_halves] at hC hS
  simp only [U_mulVec, M, hC, hS, Matrix.add_mulVec, Matrix.smul_mulVec, pauli_mulVec]
  generalize Real.cos (q * x / 2) = c at h1 ⊢
  generalize Real.sin (q * x / 2) = s at h1 ⊢
  have h : (c : ℂ) ^ 2 + (s : ℂ) ^ 2 = 1 := by exact_mod_cast h1
  refine funext (Fin.forall_fin_two.2 ⟨?_, ?_⟩) <;> simp only [Pi.add_apply, Pi.smul_apply,
    smul_eq_mul, Matrix.cons_val_zero, Matrix.cons_val_one] <;> push_cast
  · linear_combination (c * v 0 + s * v 1) * h
  · linear_combination (s * v 0 - c * v 1) * h

/-- Moving the momentum through the rotation adds a gauge field: `p U = U (p - q σy/2)`. -/
theorem momentum_frame (q : ℝ) (φ : ℝ → Fin 2 → ℂ)
    (h : ∀ s, Differentiable ℝ (fun x => φ x s)) (x : ℝ) :
    p (fun y => U q y *ᵥ φ y) x = U q x *ᵥ P q φ x := by
  have hl : HasDerivAt (fun y : ℝ => q * y / 2) (q / 2) x :=
    (((hasDerivAt_id' x).const_mul q).div_const 2).congr_deriv (by ring)
  have hc : HasDerivAt (fun y : ℝ => ((Real.cos (q * y / 2) : ℝ) : ℂ))
      ((-Real.sin (q * x / 2) * (q / 2) : ℝ) : ℂ) x := hl.cos.ofReal_comp
  have hs : HasDerivAt (fun y : ℝ => ((Real.sin (q * y / 2) : ℝ) : ℂ))
      ((Real.cos (q * x / 2) * (q / 2) : ℝ) : ℂ) x := hl.sin.ofReal_comp
  have d0 := (h 0 x).hasDerivAt
  have d1 := (h 1 x).hasDerivAt
  have f0 := ((hc.fun_mul d0).fun_sub (hs.fun_mul d1)).deriv
  have f1 := ((hs.fun_mul d0).fun_add (hc.fun_mul d1)).deriv
  refine funext (Fin.forall_fin_two.2 ⟨?_, ?_⟩) <;> simp only [p, P, U_mulVec, pauli_mulVec,
    Pi.sub_apply, Pi.smul_apply, smul_eq_mul, Matrix.cons_val_zero, Matrix.cons_val_one]
  · rw [f0]; push_cast; ring
  · rw [f1]; push_cast; ring

/-- Gauge identity: `H (U φ) = U [(p - q σy/2)²/(2m) - D σz] φ` for twice differentiable `φ`. -/
theorem hamiltonian_frame (m D q : ℝ) (φ : ℝ → Fin 2 → ℂ)
    (h1 : ∀ s, Differentiable ℝ (fun x => φ x s))
    (h2 : ∀ s, Differentiable ℝ (deriv (fun x => φ x s))) (x : ℝ) :
    H m D q (fun y => U q y *ᵥ φ y) x = U q x *ᵥ Hrot m D q φ x := by
  have dP : ∀ s, Differentiable ℝ (fun x => P q φ x s) := by
    intro s
    have e : (fun x => P q φ x s) = fun x => -I * deriv (fun y => φ y s) x -
        (q / 2 : ℂ) * (σy s 0 * φ x 0 + σy s 1 * φ x 1) := by
      funext x
      fin_cases s <;> simp [P, p]
    rw [e]
    exact ((h2 s).const_mul _).sub
      ((((h1 0).const_mul _).add ((h1 1).const_mul _)).const_mul _)
  unfold H Hrot
  rw [show p (fun y => U q y *ᵥ φ y) = fun y => U q y *ᵥ P q φ y from
    funext (momentum_frame q φ h1), momentum_frame q _ dP, exchange_frame, Matrix.mulVec_sub,
    Matrix.mulVec_smul, Matrix.mulVec_smul]

/-- At momentum `k` the spin feels the field `D` along z and `D y` along the y axis. -/
theorem bloch_mulVec (m q k : ℝ) {D : ℝ} (hD : 0 < D) (χ : Fin 2 → ℂ) : bloch m D q k *ᵥ χ =
    ![(meanEnergy m q k - D : ℂ) * χ 0 + I * (D * tilt m D q k) * χ 1,
      -I * (D * tilt m D q k) * χ 0 + (meanEnergy m q k + D : ℂ) * χ 1] := by
  have hr : D * tilt m D q k = k * q / (2 * m) := by
    unfold tilt
    rw [mul_div_assoc', mul_comm D (k * q), mul_div_mul_right _ _ hD.ne']
  have hy : (D : ℂ) * tilt m D q k = k * q / (2 * m) := by exact_mod_cast hr
  have he : (meanEnergy m q k : ℂ) = k ^ 2 / (2 * m) + q ^ 2 / (8 * m) := by
    unfold meanEnergy; push_cast; ring
  simp only [bloch, sq, Matrix.sub_mulVec, Matrix.smul_mulVec, ← Matrix.mulVec_mulVec,
    Matrix.one_mulVec, pauli_mulVec]
  refine funext (Fin.forall_fin_two.2 ⟨?_, ?_⟩) <;> simp only [Pi.sub_apply, Pi.smul_apply,
    smul_eq_mul, Matrix.cons_val_zero, Matrix.cons_val_one]
  · linear_combination (-(q ^ 2 / (8 * m) : ℂ) * χ 0) * Complex.I_mul_I - I * χ 1 * hy - χ 0 * he
  · linear_combination (-(q ^ 2 / (8 * m) : ℂ) * χ 1) * Complex.I_mul_I + I * χ 0 * hy - χ 1 * he

/-- `lowerBand` is the least eigenvalue of the rotating-frame Hamiltonian at momentum `k`. -/
theorem lowerBand_isLeast (m q k : ℝ) {D : ℝ} (hD : 0 < D) :
    IsLeast {E : ℝ | ∃ χ : Fin 2 → ℂ, χ ≠ 0 ∧ bloch m D q k *ᵥ χ = (E : ℂ) • χ}
      (lowerBand m D q k) := by
  have hr : √(1 + tilt m D q k ^ 2) ^ 2 = 1 + tilt m D q k ^ 2 := Real.sq_sqrt (by positivity)
  have hr0 : 0 < √(1 + tilt m D q k ^ 2) := Real.sqrt_pos.mpr (by positivity)
  unfold lowerBand
  simp only [bloch_mulVec m q k hD]
  generalize √(1 + tilt m D q k ^ 2) = r at hr hr0 ⊢
  generalize tilt m D q k = y at hr ⊢
  generalize meanEnergy m q k = e
  have hrC : (r : ℂ) ^ 2 = 1 + (y : ℂ) ^ 2 := by exact_mod_cast hr
  constructor
  · refine ⟨![1 + (r : ℂ), I * y], fun h => ?_, ?_⟩
    · have h0 : 1 + (r : ℂ) = 0 := congrFun h 0
      have h0' : 1 + r = 0 := by exact_mod_cast h0
      linarith
    · refine funext (Fin.forall_fin_two.2 ⟨?_, ?_⟩) <;> simp only [Pi.smul_apply, smul_eq_mul,
        Matrix.cons_val_zero, Matrix.cons_val_one] <;> push_cast
      · linear_combination (D : ℂ) * hrC + (D : ℂ) * y ^ 2 * Complex.I_mul_I
      · ring
  · rintro E ⟨χ, h0, h⟩
    have a := congrFun h 0
    have b := congrFun h 1
    simp only [Pi.smul_apply, smul_eq_mul, Matrix.cons_val_zero, Matrix.cons_val_one] at a b
    -- the secular equation
    have t0 : ((E - e) ^ 2 - D ^ 2 * (1 + y ^ 2) : ℂ) * χ 0 = 0 := by
      linear_combination -(E - e - D : ℂ) * a - I * D * y * b -
        (D : ℂ) ^ 2 * y ^ 2 * χ 0 * Complex.I_mul_I
    have t1 : ((E - e) ^ 2 - D ^ 2 * (1 + y ^ 2) : ℂ) * χ 1 = 0 := by
      linear_combination -(E - e + D : ℂ) * b + I * D * y * a -
        (D : ℂ) ^ 2 * y ^ 2 * χ 1 * Complex.I_mul_I
    have sec : (E - e) ^ 2 - D ^ 2 * (1 + y ^ 2) = 0 := by
      by_contra hne
      have hz : ((E - e) ^ 2 - D ^ 2 * (1 + y ^ 2) : ℂ) ≠ 0 := by exact_mod_cast hne
      exact h0 (funext (Fin.forall_fin_two.2
        ⟨(mul_eq_zero.mp t0).resolve_left hz, (mul_eq_zero.mp t1).resolve_left hz⟩))
    rw [← hr] at sec
    by_contra hlt
    have hlt' := not_le.mp hlt
    have hDr := mul_pos hD hr0
    have hp : 0 < (e - D * r - E) * (e - E + D * r) := mul_pos (by linarith) (by linarith)
    nlinarith

/-- Spin mistracking: a normalized lower-band spinor has minority weight `(1 - 1/√(1+y²))/2`,
which is at most `y²/4`. -/
theorem spin_mistracking (m q k : ℝ) {D : ℝ} (hD : 0 < D) (χ : Fin 2 → ℂ)
    (hn : ‖χ 0‖ ^ 2 + ‖χ 1‖ ^ 2 = 1)
    (h : bloch m D q k *ᵥ χ = (lowerBand m D q k : ℂ) • χ) :
    ‖χ 1‖ ^ 2 = (1 - 1 / √(1 + tilt m D q k ^ 2)) / 2 ∧ ‖χ 1‖ ^ 2 ≤ tilt m D q k ^ 2 / 4 := by
  have hr : √(1 + tilt m D q k ^ 2) ^ 2 = 1 + tilt m D q k ^ 2 := Real.sq_sqrt (by positivity)
  have hr0 : 0 < √(1 + tilt m D q k ^ 2) := Real.sqrt_pos.mpr (by positivity)
  rw [bloch_mulVec m q k hD] at h
  have b := congrFun h 1
  simp only [lowerBand, Pi.smul_apply, smul_eq_mul, Matrix.cons_val_one,
    Matrix.cons_val_zero, Complex.ofReal_sub, Complex.ofReal_mul] at b
  generalize √(1 + tilt m D q k ^ 2) = r at hr hr0 b ⊢
  generalize tilt m D q k = y at hr b ⊢
  -- ratio of the two spin amplitudes
  have hh : ((1 + r : ℝ) : ℂ) * χ 1 = I * (y : ℂ) * χ 0 := by
    have hDC : (D : ℂ) ≠ 0 := by exact_mod_cast hD.ne'
    apply mul_left_cancel₀ hDC
    push_cast
    linear_combination b
  have T := congrArg (fun z : ℂ => ‖z‖ ^ 2) hh
  simp only [norm_mul, Complex.norm_real, Complex.norm_I, Real.norm_eq_abs, mul_pow, sq_abs,
    one_mul] at T
  have h3 : (1 + r) * (2 * r * ‖χ 1‖ ^ 2 - (r - 1)) = 0 := by
    linear_combination T + y ^ 2 * hn + (‖χ 1‖ ^ 2 - 1) * hr
  have h2 := (mul_eq_zero.mp h3).resolve_left (by linarith)
  constructor
  · field_simp
    linarith
  have hr1 : 1 ≤ r := by nlinarith [sq_nonneg y]
  have h4 : 4 ≤ (1 + r) ^ 2 := by nlinarith
  have h5 := mul_le_mul_of_nonneg_right h4 (sq_nonneg ‖χ 1‖)
  have h6 : y ^ 2 * ‖χ 0‖ ^ 2 = y ^ 2 - y ^ 2 * ‖χ 1‖ ^ 2 := by linear_combination y ^ 2 * hn
  have h7 : 0 ≤ y ^ 2 * ‖χ 1‖ ^ 2 := by positivity
  linarith

end

end SpinMistracking
```

```lean
#print axioms SpinMistracking.hamiltonian_frame
-- 'SpinMistracking.hamiltonian_frame' depends on axioms: [propext, Classical.choice, Quot.sound]
#print axioms SpinMistracking.lowerBand_isLeast
-- 'SpinMistracking.lowerBand_isLeast' depends on axioms: [propext, Classical.choice, Quot.sound]
#print axioms SpinMistracking.spin_mistracking
-- 'SpinMistracking.spin_mistracking' depends on axioms: [propext, Classical.choice, Quot.sound]
```

## What the definitions and theorems say

A spinor field is a function `ℝ → Fin 2 → ℂ`, with component 0 for spin up along z and component 1 for spin down. `U` is a genuine matrix exponential, `M` is the exchange direction, and `p` differentiates each component. `P` is p − q σy/2, while `H` and `Hrot` are the laboratory and rotating-frame Hamiltonians. `bloch` is h(k), `meanEnergy` is ε, `tilt` is y and `lowerBand` is ε − D r.

`hamiltonian_frame` states the gauge identity at every x, for all real m, D and q. It asks only that each component of φ be differentiable and have a differentiable derivative, so smooth fields are included.

`lowerBand_isLeast` says that, for D > 0, `lowerBand` is the smallest real E for which h(k) χ = E χ has a nonzero solution. `spin_mistracking` takes a normalised χ with that eigenvalue and gives both the exact value of |χ₁|² and the bound y²/4. No sign is imposed on m; the physical reading takes m > 0.

The substitution of a plane wave and the return of w to the laboratory frame belong to the derivation above and are not theorems of the file. The model itself has one dimension, a rigid spiral of constant pitch and no disorder. For such non-interacting electrons, w measures how far a state departs from adiabatic spin following, a quantity of interest in models of domain-wall magnetoresistance; no resistance is computed here.

## How the proof follows the derivation

`pauli_mulVec` records how the Pauli matrices act on a spinor. `U_mulVec` evaluates the exponential by a different route from the series: it diagonalises σy with the eigenvectors (1, i) and (1, −i), exponentiates the diagonal entries and applies Euler's formula.

`exchange_frame` is M U = U σz applied to a spinor. The angle-addition formulas express cos(qx) and sin(qx) through the half angle, and `linear_combination` closes each component with c² + s² = 1.

`momentum_frame` is the product rule, carried out on the two components of Uφ. `hamiltonian_frame` uses it twice. The second use requires (p − q σy/2) φ to be differentiable, which is the intermediate result `dP` and the place where the second derivative of φ enters.

`bloch_mulVec` expands the square and writes out h(k) χ. Here D > 0 allows kq/(2m) to be replaced by D y.

For `lowerBand_isLeast`, the eigenvector supplied is (1 + r, i y), which becomes normalised on division by √(2r(1 + r)). For minimality, the two rows of an arbitrary eigenvalue equation are combined into

[(E − ε)² − D² (1 + y²)] χⱼ = 0 for j = 0, 1.

Since χ is nonzero, the bracket vanishes, and an E below ε − D r would contradict this.

`spin_mistracking` starts from the second row of the eigenvalue equation. Cancelling D gives `hh`, the amplitude relation (1 + r) χ₁ = i y χ₀, and `T` is its squared modulus. Normalisation and r² = 1 + y² turn this into `h3`:

(1 + r) (2r w − (r − 1)) = 0.

The first factor is positive, so the second vanishes, which gives the exact weight. The remaining lines prove the bound from (1 + r)² ≥ 4, as in the derivation.
